# Ground states of the constant-density-of-states flavour model: equal filling for $UD<1$, one occupied flavour for $UD>1$

Before a code that distributes carriers over spin and valley flavours is run with a tabulated density of states, its minimiser can be run with a constant one, where the correct output is known. In this mean-field model, with density of states $D$ per flavour, the same repulsion $U$ between every two flavours and no upper band edge, $UD<1$ gives equal filling and $UD>1$ gives a single occupied flavour, whatever the total density.

Let $N\ge 1$ flavours hold densities $x_i\ge 0$ with $\sum_i x_i=n>0$. Let $D>0$ be the density of states per flavour and $U$ the interaction between different flavours. The energy is

$$E(x)=\sum_i\frac{x_i^2}{2D}+\frac U2\sum_i\sum_{j\ne i}x_ix_j .$$

The first term is the band energy: filling a flavour from its band edge up to energy $\mu$ gives $x_i=D\mu$ and costs $\int_0^\mu D\varepsilon\,d\varepsilon=x_i^2/(2D)$. At fixed $n$ the whole expression reduces to

$$E(x)=\frac{Un^2}{2}+\frac{1-UD}{2D}\sum_i x_i^2 .$$

For $UD<1$ the unique minimiser is $x_i=n/N$. For $UD>1$ the minimisers are exactly the fillings with all density in one flavour. At $UD=1$ every filling has the same energy.

## What to check in a minimiser

**Pair counting.** The double sum runs over ordered pairs, so each pair of flavours contributes $Ux_ix_j$. A code that sums over $i<j$ but keeps the factor $U/2$ will show the transition at $UD=2$. For $N=4$, $n=D=1$ and $U=2$, the correct energies are $0.875$ for equal filling and $0.5$ for a single occupied flavour.

**Starting point.** At equal filling all derivatives $\partial E/\partial x_i$ agree, so a gradient method that conserves $n$ does not move from there, even when $UD>1$ and $N\ge2$. For $UD>1$, start with one flavour fuller than all the others: flavours that tie for fullest are treated alike and can end up sharing the density equally, which is not a ground state.

**Convergence.** For $UD<1$, an energy excess $\epsilon$ over equal filling corresponds to $\sum_i(x_i-n/N)^2=2D\epsilon/(1-UD)$. Close to the transition, a tight energy tolerance therefore says little about the occupations.

## From the pair sum to the ground states

For each $i$, the other flavours hold $n-x_i$, so $\sum_{j\ne i}x_ix_j=x_in-x_i^2$. Summing over $i$ gives $n^2-S$ with $S=\sum_i x_i^2$. Hence

$$E=\frac{S}{2D}+\frac U2(n^2-S)=\frac{Un^2}{2}+\frac{1-UD}{2D}S .$$

**Below the transition.** Write $x_i=n/N+(x_i-n/N)$ and square. The cross term $2(n/N)\sum_i(x_i-n/N)$ vanishes because the deviations sum to zero, so

$$E(x)-E_{\rm equal}=\frac{1-UD}{2D}\sum_i\left(x_i-\frac nN\right)^2 .$$

For $UD<1$ the prefactor is positive, and the excess is zero only when every deviation is zero.

**Above the transition.** With all density in one flavour, $S=n^2$. Since $n^2-S=\sum_k x_k(n-x_k)$,

$$E(x)-E_{\rm single}=\frac{UD-1}{2D}\sum_k x_k(n-x_k).$$

Every term is nonnegative because $0\le x_k\le n$. For $UD>1$ the excess vanishes only if each term does. Some flavour $i$ is occupied, since $n>0$; its term then forces $x_i=n$, and nothing is left for the others.

**Instability of partial polarisation.** Move $\delta$ from flavour $j$ to a different flavour $i$, with $x_j\le x_i$ and $0<\delta\le x_j$. Then

$$\Delta S=(x_i+\delta)^2+(x_j-\delta)^2-x_i^2-x_j^2=2\delta(x_i-x_j)+2\delta^2>0,$$

and $\Delta E=\frac{1-UD}{2D}\Delta S$ is negative for $UD>1$. Since $\delta$ can be arbitrarily small, a filling with two or more occupied flavours is not even a local minimum.

## The Lean file

```lean
import Mathlib

open Finset

namespace FlavourPolarization

noncomputable section

variable {ι : Type*} [Fintype ι] [DecidableEq ι] {D U n : ℝ} {x : ι → ℝ}

/-- Mean-field energy of the flavour densities `x i`, for density of states `D ≠ 0` per flavour
and repulsion `U` between different flavours. -/
def energy (D U : ℝ) (x : ι → ℝ) : ℝ :=
  ∑ i, x i ^ 2 / (2 * D) + U / 2 * ∑ i, ∑ j ∈ univ.erase i, x i * x j

/-- A filling distributes the total density `n` over the flavours in nonnegative parts. -/
def IsFilling (n : ℝ) (x : ι → ℝ) : Prop :=
  (∀ i, 0 ≤ x i) ∧ ∑ i, x i = n

/-- A ground state is a filling whose energy is at most that of every filling with the same
total density. -/
def IsGroundState (D U n : ℝ) (x : ι → ℝ) : Prop :=
  IsFilling n x ∧ ∀ y : ι → ℝ, IsFilling n y → energy D U x ≤ energy D U y

/-- Every flavour holds the density `n` divided by the number of flavours. -/
def equalFilling (n : ℝ) : ι → ℝ := fun _ => n / (Fintype.card ι : ℝ)

/-- Move the density `δ` from flavour `j` to flavour `i`. -/
def transfer (i j : ι) (δ : ℝ) (x : ι → ℝ) : ι → ℝ :=
  x + Pi.single i δ - Pi.single j δ

/-- At total density `n` and for `D ≠ 0`, the energy depends on the distribution over flavours
only through the sum of the squared densities. -/
theorem energy_eq (hD : D ≠ 0) (hx : ∑ i, x i = n) :
    energy D U x = U / 2 * n ^ 2 + (1 - U * D) / (2 * D) * ∑ i, x i ^ 2 := by
  -- complete the sum over distinct pairs to a full square
  have h : ∀ i, ∑ j ∈ univ.erase i, x i * x j = x i * n - x i ^ 2 := by
    intro i
    have h1 := Finset.add_sum_erase univ x (mem_univ i)
    rw [hx] at h1
    rw [← Finset.mul_sum]
    linear_combination (x i) * h1
  unfold energy
  rw [Finset.sum_congr rfl (fun i _ => h i), Finset.sum_sub_distrib, ← Finset.sum_mul, hx,
    ← Finset.sum_div]
  linear_combination (U * (∑ i, x i ^ 2) / 2) * mul_inv_cancel₀ hD

omit [DecidableEq ι] in
/-- With at least one flavour and `n ≥ 0`, equal filling is an admissible filling. -/
theorem equalFilling_isFilling [Nonempty ι] (hn : 0 ≤ n) :
    IsFilling n (equalFilling n : ι → ℝ) := by
  have hN : (Fintype.card ι : ℝ) ≠ 0 := Nat.cast_ne_zero.2 Fintype.card_ne_zero
  refine ⟨fun i => div_nonneg hn (Nat.cast_nonneg _), ?_⟩
  simp only [equalFilling, Finset.sum_const, Finset.card_univ, nsmul_eq_mul]
  field_simp

/-- For `D ≠ 0`, `n ≥ 0` and at least one flavour, the energy of a filling relative to equal
filling is `(1 - U D) / (2 D)` times its squared deviation from equal filling. -/
theorem energy_from_equal [Nonempty ι] (hD : D ≠ 0) (hn : 0 ≤ n) (hx : IsFilling n x) :
    energy D U x = energy D U (equalFilling n : ι → ℝ)
      + (1 - U * D) / (2 * D) * ∑ i, (x i - equalFilling n i) ^ 2 := by
  have hm := equalFilling_isFilling (ι := ι) hn
  -- the cross term vanishes because both fillings have the same total density
  have cross : ∑ i, 2 * (n / (Fintype.card ι : ℝ)) * (x i - equalFilling n i) = 0 := by
    rw [← Finset.mul_sum, Finset.sum_sub_distrib, hx.2, hm.2, sub_self, mul_zero]
  have e : ∀ i, x i ^ 2 = equalFilling n i ^ 2 + (x i - equalFilling n i) ^ 2
      + 2 * (n / (Fintype.card ι : ℝ)) * (x i - equalFilling n i) := by
    intro i
    simp only [equalFilling]
    ring
  have key : ∑ i, x i ^ 2
      = ∑ i : ι, equalFilling n i ^ 2 + ∑ i, (x i - equalFilling n i) ^ 2 := by
    rw [Finset.sum_congr rfl (fun i _ => e i), Finset.sum_add_distrib,
      Finset.sum_add_distrib, cross, add_zero]
  rw [energy_eq hD hx.2, energy_eq hD hm.2, key]
  ring

/-- For `D ≠ 0`, the energy of a filling relative to the state with all density in flavour `i`
is `(U D - 1) / (2 D)` times the sum of `x k (n - x k)` over flavours. -/
theorem energy_from_single (hD : D ≠ 0) (hx : IsFilling n x) (i : ι) :
    energy D U x = energy D U (Pi.single i n : ι → ℝ)
      + (U * D - 1) / (2 * D) * ∑ k, x k * (n - x k) := by
  have hs : ∑ k, (Pi.single i n : ι → ℝ) k = n := by simp [Pi.single_apply]
  have hq : ∑ k, (Pi.single i n : ι → ℝ) k ^ 2 = n ^ 2 := by
    simp [Pi.single_apply, ite_pow]
  have e : ∀ k, x k * (n - x k) = x k * n - x k ^ 2 := fun k => by ring
  rw [energy_eq hD hx.2, energy_eq hD hs, hq, Finset.sum_congr rfl (fun k _ => e k),
    Finset.sum_sub_distrib, ← Finset.sum_mul, hx.2]
  ring

/-- For `D, n > 0`, at least one flavour and `U D < 1`, equal filling is the unique
ground state. -/
theorem groundState_iff_equal [Nonempty ι] (hD : 0 < D) (hn : 0 < n) (hU : U * D < 1) :
    IsGroundState D U n x ↔ x = equalFilling n := by
  have hc : 0 < (1 - U * D) / (2 * D) := div_pos (by linarith) (by linarith)
  have hm := equalFilling_isFilling (ι := ι) hn.le
  constructor
  · rintro ⟨hx, hmin⟩
    have h := hmin _ hm
    rw [energy_from_equal hD.ne' hn.le hx] at h
    have h0 : ∑ i, (x i - equalFilling n i) ^ 2 ≤ 0 := by
      by_contra hs
      have := mul_pos hc (not_le.1 hs)
      linarith
    have hz := (Finset.sum_eq_zero_iff_of_nonneg (fun i _ => sq_nonneg _)).1
      (le_antisymm h0 (Finset.sum_nonneg fun i _ => sq_nonneg _))
    funext i
    exact sub_eq_zero.1 (pow_eq_zero_iff two_ne_zero |>.1 (hz i (mem_univ i)))
  · rintro rfl
    refine ⟨hm, fun y hy => ?_⟩
    rw [energy_from_equal hD.ne' hn.le hy]
    have := mul_nonneg hc.le
      (Finset.sum_nonneg fun i (_ : i ∈ univ) => sq_nonneg (y i - equalFilling n i))
    linarith

/-- For `D, n > 0` and `U D > 1`, the ground states are exactly the fillings with all density in
a single flavour. -/
theorem groundState_iff_single (hD : 0 < D) (hn : 0 < n) (hU : 1 < U * D) :
    IsGroundState D U n x ↔ ∃ i, x = Pi.single i n := by
  have hc : 0 < (U * D - 1) / (2 * D) := div_pos (by linarith) (by linarith)
  have hs : ∀ i : ι, IsFilling n (Pi.single i n : ι → ℝ) := by
    intro i
    refine ⟨fun k => ?_, by simp [Pi.single_apply]⟩
    rw [Pi.single_apply]
    split_ifs <;> linarith
  have hpos : ∀ y : ι → ℝ, IsFilling n y → ∀ k, 0 ≤ y k * (n - y k) := by
    intro y hy k
    have h := Finset.single_le_sum (f := y) (fun j _ => hy.1 j) (mem_univ k)
    rw [hy.2] at h
    exact mul_nonneg (hy.1 k) (sub_nonneg.2 h)
  constructor
  · rintro ⟨hx, hmin⟩
    -- some flavour is occupied
    obtain ⟨i, hi⟩ : ∃ i, x i ≠ 0 := by
      by_contra h
      exact hn.ne' (hx.2.symm.trans
        (Finset.sum_eq_zero fun i _ => by_contra fun hi => h ⟨i, hi⟩))
    have h := hmin _ (hs i)
    rw [energy_from_single hD.ne' hx i] at h
    have h0 : ∑ k, x k * (n - x k) ≤ 0 := by
      by_contra hk
      have := mul_pos hc (not_le.1 hk)
      linarith
    have hz := (Finset.sum_eq_zero_iff_of_nonneg (fun k _ => hpos x hx k)).1
      (le_antisymm h0 (Finset.sum_nonneg fun k _ => hpos x hx k))
    -- it holds the whole density, so nothing is left for the others
    have hin : n - x i = 0 := (mul_eq_zero.1 (hz i (mem_univ i))).resolve_left hi
    have hrest := Finset.add_sum_erase univ x (mem_univ i)
    rw [hx.2] at hrest
    refine ⟨i, funext fun k => ?_⟩
    rw [Pi.single_apply]
    split_ifs with hk
    · rw [hk]
      linarith
    · have hle := Finset.single_le_sum (f := x) (fun j _ => hx.1 j)
        (Finset.mem_erase.2 ⟨hk, mem_univ k⟩)
      linarith [hx.1 k]
  · rintro ⟨i, rfl⟩
    refine ⟨hs i, fun y hy => ?_⟩
    rw [energy_from_single hD.ne' hy i]
    have := mul_nonneg hc.le (Finset.sum_nonneg fun k (_ : k ∈ univ) => hpos y hy k)
    linarith

/-- At `U D = 1` every filling is a ground state. -/
theorem groundState_iff_filling (hU : U * D = 1) :
    IsGroundState D U n x ↔ IsFilling n x := by
  have hD : D ≠ 0 := right_ne_zero_of_mul_eq_one hU
  refine ⟨fun h => h.1, fun hx => ⟨hx, fun y hy => ?_⟩⟩
  rw [energy_eq hD hx.2, energy_eq hD hy.2, hU]
  simp

/-- For `D > 0` and `U D > 1`, moving any available density `δ > 0` from a flavour `j` to a
different flavour `i` that is at least as full gives a filling of strictly lower energy. -/
theorem transfer_lowers_energy (hD : 0 < D) (hU : 1 < U * D) (hx : IsFilling n x)
    {i j : ι} (hij : i ≠ j) (hle : x j ≤ x i) {δ : ℝ} (hδ : 0 < δ) (hδj : δ ≤ x j) :
    IsFilling n (transfer i j δ x) ∧ energy D U (transfer i j δ x) < energy D U x := by
  have hy : IsFilling n (transfer i j δ x) := by
    constructor
    · intro k
      have hk := hx.1 k
      have hj : k = j → δ ≤ x k := fun h => h ▸ hδj
      simp only [transfer, Pi.add_apply, Pi.sub_apply, Pi.single_apply]
      split_ifs with a b b
      · linarith
      · linarith
      · linarith [hj b]
      · linarith
    · simp [transfer, Pi.single_apply, Finset.sum_add_distrib, Finset.sum_sub_distrib, hx.2]
  -- only the two flavours involved change their squared density
  have e : ∀ k, transfer i j δ x k ^ 2 = x k ^ 2
      + (if k = i then 2 * δ * x i + δ ^ 2 else 0)
      + (if k = j then δ ^ 2 - 2 * δ * x j else 0) := by
    intro k
    simp only [transfer, Pi.add_apply, Pi.sub_apply, Pi.single_apply]
    split_ifs with a b b
    · exact absurd (a.symm.trans b) hij
    · rw [a]; ring
    · rw [b]; ring
    · ring
  have hsq : ∑ k, transfer i j δ x k ^ 2
      = ∑ k, x k ^ 2 + (2 * δ * x i + δ ^ 2) + (δ ^ 2 - 2 * δ * x j) := by
    rw [Finset.sum_congr rfl (fun k _ => e k), Finset.sum_add_distrib, Finset.sum_add_distrib]
    simp
  refine ⟨hy, ?_⟩
  rw [energy_eq hD.ne' hy.2, energy_eq hD.ne' hx.2, hsq]
  have hc : (1 - U * D) / (2 * D) < 0 := div_neg_of_neg_of_pos (by linarith) (by linarith)
  have hp : 0 < 2 * (δ * (x i - x j)) + 2 * (δ * δ) := by
    have h1 := mul_nonneg hδ.le (sub_nonneg.2 hle)
    have h2 := mul_pos hδ hδ
    linarith
  have := mul_neg_of_neg_of_pos hc hp
  linear_combination this

end

end FlavourPolarization
```

```lean
#print axioms FlavourPolarization.groundState_iff_equal
#print axioms FlavourPolarization.groundState_iff_single
#print axioms FlavourPolarization.groundState_iff_filling
#print axioms FlavourPolarization.transfer_lowers_energy
```

```
'FlavourPolarization.groundState_iff_equal' depends on axioms: [propext, Classical.choice, Quot.sound]
'FlavourPolarization.groundState_iff_single' depends on axioms: [propext, Classical.choice, Quot.sound]
'FlavourPolarization.groundState_iff_filling' depends on axioms: [propext, Classical.choice, Quot.sound]
'FlavourPolarization.transfer_lowers_energy' depends on axioms: [propext, Classical.choice, Quot.sound]
```

## What the theorems guarantee, and for which model

The flavours form a finite type `ι`, for instance four elements for two spins and two valleys. A distribution is a function `x : ι → ℝ`, and `energy D U x` is the sum above, with `univ.erase i` standing for the flavours other than `i`. `IsFilling n x` says that the densities are nonnegative and add up to `n`. `IsGroundState D U n x` says that `x` is a filling and that no filling with the same total has lower energy, so it means a global minimum.

`groundState_iff_equal` states that for $D,n>0$ and $UD<1$ a distribution is a ground state if and only if it is `equalFilling n`. Negative $U$ is included. `groundState_iff_single` states that for $D,n>0$ and $UD>1$ the ground states are the functions `Pi.single i n`, which equal $n$ at `i` and zero elsewhere. `groundState_iff_filling` treats $UD=1$. `transfer_lowers_energy` states that the move described above, written `transfer i j δ x` with the receiving flavour first, gives an admissible filling of strictly lower energy.

The energy function is taken as given and not derived from a many-electron Hamiltonian. Its constant $D$ describes, for example, a parabolic band in two dimensions. The condition $UD>1$ has the form of the Stoner criterion, which for a general band takes $D$ to be the density of states per flavour at the Fermi level and tests the stability of equal filling against small polarisation. Here $D$ is the same at every filling, and that is why one number also decides the global minimum. With an energy-dependent density of states, partial polarisation can be the ground state.

The model has zero temperature, uniform densities and one $U$ for all pairs. It has no coherence between flavours, since only their densities enter. The theorems concern real numbers, so rounding and the convergence of a particular optimiser have to be examined separately.

## How the lemmas carry the argument

`energy_eq` is the reduction to $S$. `Finset.add_sum_erase` supplies the statement that $x_i$ and the rest add up to $n$, and multiplying it by $x_i$ gives the inner sum.

`energy_from_equal` and `energy_from_single` are the two excess formulas. In the first, `cross` is the vanishing cross term; in the second, `hq` records $S=n^2$ for the single-flavour state.

Both ground-state theorems for $UD\ne1$ follow one pattern. A ground state is compared with the reference filling, and the positive prefactor `hc` then makes the sum in the excess formula at most zero. Its terms are nonnegative, so `Finset.sum_eq_zero_iff_of_nonneg` makes each of them zero. In `groundState_iff_single` the reference is chosen after an occupied flavour `i` has been found in `x`, and `hin` is the conclusion $x_i=n$. The converse directions read the same formulas as lower bounds on the energy of any other filling. For $UD=1$ the coefficient of $S$ is zero and `energy_eq` suffices.

In `transfer_lowers_energy`, `hy` checks that the new densities are nonnegative and keep the total, `hsq` computes the new $S$, and `hp` is the inequality $\Delta S>0$.

## Bands with a finite capacity

The transfer argument also settles a model in which each flavour holds at most $c$, as in a band of finite width $c/D$. Let $UD>1$ and $0<n\le Nc$. If two flavours were both strictly between empty and full, moving a small density from the less full to the fuller one (either way if they are equal) would respect the cap and lower the energy. A minimiser therefore has at most one partially filled flavour, and all others are full or empty. This capped version rests on the argument just given and has no theorem in the file.
